# A Galilean boost takes C² solutions of the free Schrödinger equation on the line to solutions

To launch a free wave packet at velocity v in a one-dimensional calculation, I take a packet at rest and multiply its initial values by exp(ivx). For later times I don't propagate again. I reuse the known solution ψ, in units ħ = m = 1, and write

φ(x,t) = ψ(x − vt, t) exp(i(vx − v²t/2)).

This is supposed to solve i φ_t = −φ_xx/2 whenever ψ does, with density |ψ(x − vt, t)|². The derivative terms seem to cancel, but I would like to see the regularity assumptions spelled out and the whole argument checked by a proof assistant. Can this be done in Lean 4 with Mathlib, using actual partial derivatives?

## How the convective and phase terms cancel

Yes, for any ψ that is jointly twice continuously differentiable in x and t. Write y = x − vt for the shifted position and E = exp(i(vx − v²t/2)) for the phase factor. Its derivatives are

E_x = iv E

E_t = −(iv²/2) E.

Below, ψ and its partial derivatives are evaluated at (y, t), while φ and E are evaluated at (x, t). Since y has x-derivative 1, the product rule gives

φ_x = (ψ_x + iv ψ) E.

A space derivative of the boosted function is thus ∂_x + iv acting on the original one, followed by the boost. Doing this once more gives

φ_xx = (ψ_xx + iv ψ_x + iv(ψ_x + iv ψ)) E = (ψ_xx + 2iv ψ_x − v² ψ) E.

In the time derivative, y itself moves at rate −v, which adds a convective term:

φ_t = (ψ_t − v ψ_x − (iv²/2) ψ) E.

Now form the two halves of the equation:

i φ_t = (i ψ_t − iv ψ_x + (v²/2) ψ) E

φ_xx/2 = (ψ_xx/2 + iv ψ_x − (v²/2) ψ) E.

In the sum, the terms in ψ_x cancel and so do the terms in v²ψ:

i φ_t + φ_xx/2 = (i ψ_t + ψ_xx/2) E.

If ψ solves the equation, the right-hand side is zero. Conversely, E never vanishes and every point (y, t) is reached from x = y + vt, so if φ solves the equation, ψ does too. The density follows from |E| = 1.

The same formulas give the probability current j = Im(ψ̄ ψ_x), where the bar denotes complex conjugation. Since φ̄ φ_x = ψ̄ ψ_x + iv|ψ|², the boosted current is j(y,t) + v|ψ(y,t)|².

## The boost at one point, in numbers

Take ψ(x,t) = x² + it. It solves the equation, because i ψ_t = −1 and −ψ_xx/2 = −1. Choose v = 2, x = 3 and t = 1, so that y = 1 and E = exp(4i). At (y, t) = (1, 1),

ψ = 1 + i, ψ_x = 2, ψ_xx = 2, ψ_t = i.

The formulas above then give

φ_t = (i − 4 − 2i(1 + i)) E = (−2 − i) E

φ_xx = (2 + 8i − 4(1 + i)) E = (−2 + 4i) E.

Hence i φ_t = (1 − 2i) E, and −φ_xx/2 has the same value. The density is |1 + i|² = 2. The current was Im((1 − i)·2) = −2 and becomes −2 + 2·2 = 2.

This polynomial is not square-integrable, so it is not a physical state, and the numbers only check the formulas. For a square-integrable ψ that is not normalised, density and current are divided by ∫|ψ|² dx.

## The Lean file

```lean
import Mathlib

open Complex ComplexConjugate

namespace GalileanBoost

noncomputable section

/-- The phase `exp(i(vx - v²t/2))` attached to a boost of velocity `v`. -/
def boostPhase (v x t : ℝ) : ℂ := cexp (I * ((v * x - v ^ 2 * t / 2 : ℝ) : ℂ))

/-- The boosted wave function `ψ(x - vt, t) exp(i(vx - v²t/2))`. -/
def boost (v : ℝ) (ψ : ℝ → ℝ → ℂ) (x t : ℝ) : ℂ := ψ (x - v * t) t * boostPhase v x t

/-- The free Schrödinger equation `i ψ_t = -ψ_xx / 2` at all positions and times. -/
def IsFreeSolution (ψ : ℝ → ℝ → ℂ) : Prop :=
  ∀ x t, I * deriv (fun s => ψ x s) t = -(1 / 2) * deriv (deriv (fun z => ψ z t)) x

/-- The residual `i ψ_t + ψ_xx / 2` of the free Schrödinger equation. -/
def residual (ψ : ℝ → ℝ → ℂ) (x t : ℝ) : ℂ :=
  I * deriv (fun s => ψ x s) t + (1 / 2) * deriv (deriv (fun z => ψ z t)) x

/-- The probability current `Im(ψ* ψ_x)`. -/
def current (ψ : ℝ → ℝ → ℂ) (x t : ℝ) : ℝ :=
  (conj (ψ x t) * deriv (fun z => ψ z t) x).im

/-- The boost phase has modulus one. -/
theorem norm_boostPhase (v x t : ℝ) : ‖boostPhase v x t‖ = 1 := by
  unfold boostPhase
  rw [mul_comm I, Complex.norm_exp_ofReal_mul_I]

/-- The space derivative of the boost phase is `iv` times the phase, and its time derivative
is `-iv²/2` times the phase. -/
theorem hasDerivAt_boostPhase (v x t : ℝ) :
    HasDerivAt (fun y => boostPhase v y t) (I * v * boostPhase v x t) x ∧
    HasDerivAt (fun s => boostPhase v x s) (-(I * v ^ 2 / 2) * boostPhase v x t) t := by
  constructor
  · have h : HasDerivAt (fun y : ℝ => v * y - v ^ 2 * t / 2) v x := by
      have h0 := ((hasDerivAt_id x).const_mul v).sub_const (v ^ 2 * t / 2)
      exact h0.congr_deriv (by ring)
    have h1 := (h.ofReal_comp.const_mul I).cexp
    exact h1.congr_deriv (by unfold boostPhase; push_cast; ring)
  · have h : HasDerivAt (fun s : ℝ => v * x - v ^ 2 * s / 2) (-(v ^ 2 / 2)) t := by
      have h0 := (((hasDerivAt_id t).const_mul (v ^ 2)).div_const 2).const_sub (v * x)
      exact h0.congr_deriv (by ring)
    have h1 := (h.ofReal_comp.const_mul I).cexp
    exact h1.congr_deriv (by unfold boostPhase; push_cast; ring)

/-- Along the moving point `x - vt`, the time derivative of a differentiable wave function
is `ψ_t - v ψ_x`. -/
theorem hasDerivAt_comoving {ψ : ℝ → ℝ → ℂ}
    (hψ : Differentiable ℝ (fun p : ℝ × ℝ => ψ p.1 p.2)) (v x t : ℝ) :
    HasDerivAt (fun s => ψ (x - v * s) s)
      (deriv (fun s => ψ (x - v * t) s) t - v * deriv (fun z => ψ z t) (x - v * t)) t := by
  have hF := (hψ (x - v * t, t)).hasFDerivAt
  set L := fderiv ℝ (fun p : ℝ × ℝ => ψ p.1 p.2) (x - v * t, t)
  -- the two partial derivatives are values of the total derivative
  have h1 : HasDerivAt (fun s => ψ (x - v * t) s) (L (0, 1)) t :=
    HasFDerivAt.comp_hasDerivAt (f := fun s : ℝ => (x - v * t, s)) t hF
      ((hasDerivAt_const t (x - v * t)).prodMk (hasDerivAt_id t))
  have h2 : HasDerivAt (fun z => ψ z t) (L (1, 0)) (x - v * t) :=
    HasFDerivAt.comp_hasDerivAt (f := fun z : ℝ => (z, t)) (x - v * t) hF
      ((hasDerivAt_id (x - v * t)).prodMk (hasDerivAt_const (x - v * t) t))
  have hc : HasDerivAt (fun s : ℝ => x - v * s) (-v) t := by
    have h0 := ((hasDerivAt_id t).const_mul v).const_sub x
    exact h0.congr_deriv (by ring)
  have h3 : HasDerivAt (fun s => ψ (x - v * s) s) (L (-v, 1)) t :=
    HasFDerivAt.comp_hasDerivAt (f := fun s : ℝ => (x - v * s, s)) t hF
      (hc.prodMk (hasDerivAt_id t))
  have e : ((-v, 1) : ℝ × ℝ) = (0, 1) - v • ((1, 0) : ℝ × ℝ) := by ext <;> simp
  rw [h1.deriv, h2.deriv]
  exact h3.congr_deriv (by rw [e, map_sub, map_smul, Complex.real_smul])

/-- Differentiating a boosted spatial profile amounts to applying `∂_x + iv` to the
original profile and then boosting. -/
theorem hasDerivAt_boost_profile {f : ℝ → ℂ} {f' : ℂ} (v t x : ℝ)
    (hf : HasDerivAt f f' (x - v * t)) :
    HasDerivAt (fun y => f (y - v * t) * boostPhase v y t)
      ((f' + I * v * f (x - v * t)) * boostPhase v x t) x := by
  have h1 : HasDerivAt (fun y => f (y - v * t)) f' x := hf.comp_sub_const x (v * t)
  exact (h1.fun_mul (hasDerivAt_boostPhase v x t).1).congr_deriv (by ring)

/-- The residual of the boosted wave function is the residual of the original one at the
shifted position, times the boost phase. -/
theorem residual_boost {ψ : ℝ → ℝ → ℂ}
    (hψ : ContDiff ℝ 2 (fun p : ℝ × ℝ => ψ p.1 p.2)) (v x t : ℝ) :
    residual (boost v ψ) x t = residual ψ (x - v * t) t * boostPhase v x t := by
  have hs : ContDiff ℝ 2 (fun z => ψ z t) := by
    have h := hψ.comp (by fun_prop : ContDiff ℝ 2 (fun z : ℝ => (z, t)))
    exact h
  have hf : Differentiable ℝ (fun z => ψ z t) := hs.differentiable (by norm_num)
  have hd : Differentiable ℝ (deriv (fun z => ψ z t)) := by
    have h := ContDiff.iterate_deriv' 1 1 (f := fun z => ψ z t)
      (by exact_mod_cast hs)
    exact h.differentiable (by norm_num)
  -- first and second space derivatives
  have hx : deriv (fun z => boost v ψ z t) = fun y =>
      (deriv (fun z => ψ z t) (y - v * t) + I * v * ψ (y - v * t) t) * boostPhase v y t :=
    funext fun y => (hasDerivAt_boost_profile v t y (hf _).hasDerivAt).deriv
  have hg : HasDerivAt (fun z => deriv (fun z => ψ z t) z + I * v * ψ z t)
      (deriv (deriv (fun z => ψ z t)) (x - v * t)
        + I * v * deriv (fun z => ψ z t) (x - v * t)) (x - v * t) :=
    (hd _).hasDerivAt.fun_add ((hf _).hasDerivAt.const_mul (I * (v : ℂ)))
  have hxx := (hasDerivAt_boost_profile v t x hg).deriv
  -- time derivative
  have ht : deriv (fun s => boost v ψ x s) t = _ :=
    ((hasDerivAt_comoving (hψ.differentiable (by norm_num)) v x t).fun_mul
      (hasDerivAt_boostPhase v x t).2).deriv
  unfold residual
  rw [hx, hxx, ht]
  ring

/-- Galilean boost: if a twice continuously differentiable `ψ` solves the free Schrödinger
equation, then so does the boosted wave function, with density `|ψ(x - vt, t)|²`. -/
theorem galilean_boost {ψ : ℝ → ℝ → ℂ}
    (hψ : ContDiff ℝ 2 (fun p : ℝ × ℝ => ψ p.1 p.2)) (h : IsFreeSolution ψ) (v : ℝ) :
    ContDiff ℝ 2 (fun p : ℝ × ℝ => boost v ψ p.1 p.2) ∧ IsFreeSolution (boost v ψ) ∧
      ∀ x t, ‖boost v ψ x t‖ ^ 2 = ‖ψ (x - v * t) t‖ ^ 2 := by
  refine ⟨?_, fun x t => ?_, fun x t => ?_⟩
  · have h1 := hψ.comp (by fun_prop : ContDiff ℝ 2 (fun p : ℝ × ℝ => (p.1 - v * p.2, p.2)))
    have h2 := Complex.ofRealCLM.contDiff.comp
      (by fun_prop : ContDiff ℝ 2 (fun p : ℝ × ℝ => v * p.1 - v ^ 2 * p.2 / 2))
    exact h1.mul (contDiff_const.mul h2).cexp
  · have hr := residual_boost hψ v x t
    have h0 := h (x - v * t) t
    unfold residual at hr
    linear_combination hr + boostPhase v x t * h0
  · rw [boost, norm_mul, norm_boostPhase, mul_one]

/-- A twice continuously differentiable wave function solves the free Schrödinger equation
exactly when its boost does. -/
theorem isFreeSolution_boost_iff {ψ : ℝ → ℝ → ℂ}
    (hψ : ContDiff ℝ 2 (fun p : ℝ × ℝ => ψ p.1 p.2)) (v : ℝ) :
    IsFreeSolution (boost v ψ) ↔ IsFreeSolution ψ := by
  refine ⟨fun h x t => ?_, fun h => (galilean_boost hψ h v).2.1⟩
  have hr := residual_boost hψ v (x + v * t) t
  have h0 : residual (boost v ψ) (x + v * t) t = 0 := by
    unfold residual
    linear_combination h (x + v * t) t
  rw [h0, add_sub_cancel_right] at hr
  -- the phase never vanishes, so it can be cancelled
  have hne : boostPhase v (x + v * t) t ≠ 0 := Complex.exp_ne_zero _
  have h1 : residual ψ x t = 0 := (mul_eq_zero.mp hr.symm).resolve_right hne
  unfold residual at h1
  linear_combination h1

/-- Two successive boosts equal a single boost with the sum of the velocities. -/
theorem boost_boost (v w : ℝ) (ψ : ℝ → ℝ → ℂ) :
    boost v (boost w ψ) = boost (v + w) ψ := by
  funext x t
  have e : x - v * t - w * t = x - (v + w) * t := by ring
  unfold boost boostPhase
  rw [e, mul_assoc, ← Complex.exp_add]
  congr 2
  push_cast
  ring

/-- The current of the boosted wave function is the shifted original current plus `v` times
the shifted density. -/
theorem current_boost {ψ : ℝ → ℝ → ℂ} (v x t : ℝ)
    (hψ : DifferentiableAt ℝ (fun z => ψ z t) (x - v * t)) :
    current (boost v ψ) x t = current ψ (x - v * t) t + v * ‖ψ (x - v * t) t‖ ^ 2 := by
  have hx : deriv (fun z => boost v ψ z t) x = _ :=
    (hasDerivAt_boost_profile v t x hψ.hasDerivAt).deriv
  have he : conj (boostPhase v x t) * boostPhase v x t = 1 := by
    rw [mul_comm, Complex.mul_conj, Complex.normSq_eq_norm_sq, norm_boostPhase]
    simp
  have hn : conj (ψ (x - v * t) t) * ψ (x - v * t) t = (‖ψ (x - v * t) t‖ : ℂ) ^ 2 := by
    rw [mul_comm, Complex.mul_conj, Complex.normSq_eq_norm_sq, Complex.ofReal_pow]
  have key : conj (boost v ψ x t) * deriv (fun z => boost v ψ z t) x =
      conj (ψ (x - v * t) t) * deriv (fun z => ψ z t) (x - v * t)
        + I * ((v * ‖ψ (x - v * t) t‖ ^ 2 : ℝ) : ℂ) := by
    rw [hx, boost, map_mul, Complex.ofReal_mul, Complex.ofReal_pow]
    linear_combination (conj (ψ (x - v * t) t) * (deriv (fun z => ψ z t) (x - v * t)
      + I * v * ψ (x - v * t) t)) * he + I * v * hn
  unfold current
  rw [key, Complex.add_im, Complex.I_mul_im, Complex.ofReal_re]

/-- The plane wave `exp(i(vx - v²t/2))` is the boost of the constant wave function `1`, and it
solves the free Schrödinger equation. -/
theorem planeWave_isFreeSolution (v : ℝ) :
    boost v (fun _ _ => 1) = boostPhase v ∧ IsFreeSolution (boostPhase v) := by
  have e : boost v (fun _ _ => 1) = boostPhase v := by
    funext x t
    simp [boost]
  have h : IsFreeSolution (fun _ _ => 1) := by
    intro x t
    simp
  have hb := (galilean_boost contDiff_const h v).2.1
  rw [e] at hb
  exact ⟨e, hb⟩

end

end GalileanBoost
```

```lean
#print axioms GalileanBoost.isFreeSolution_boost_iff
-- 'GalileanBoost.isFreeSolution_boost_iff' depends on axioms: [propext, Classical.choice, Quot.sound]
#print axioms GalileanBoost.boost_boost
-- 'GalileanBoost.boost_boost' depends on axioms: [propext, Classical.choice, Quot.sound]
#print axioms GalileanBoost.current_boost
-- 'GalileanBoost.current_boost' depends on axioms: [propext, Classical.choice, Quot.sound]
#print axioms GalileanBoost.planeWave_isFreeSolution
-- 'GalileanBoost.planeWave_isFreeSolution' depends on axioms: [propext, Classical.choice, Quot.sound]
```

## What the theorems say about wave functions

A wave function is a map `ψ : ℝ → ℝ → ℂ`, with position as its first argument and time as its second. The definition `boost v ψ` is the function φ above, and `boostPhase v x t` is E. A positive v adds a velocity towards larger x to whatever motion ψ already has.

`IsFreeSolution ψ` says that i ψ_t = −ψ_xx/2 holds at every real x and t. The partial derivatives are written with `deriv`, holding the other variable fixed. Because `deriv` returns zero where a function is not differentiable, the equation alone would say little about a rough ψ. The hypothesis `ContDiff ℝ 2 (fun p : ℝ × ℝ => ψ p.1 p.2)` closes that gap: ψ is C² as a function of the pair (x, t).

The main theorem, `galilean_boost`, takes such a ψ, assumes that it is a solution, and concludes three things for every real v:

- the boosted function is again jointly C²;
- it solves the free equation;
- its density at (x, t) is ‖ψ(x − vt, t)‖².

Four further theorems surround it:

- `isFreeSolution_boost_iff` adds the converse, still for C² ψ.
- `boost_boost` says that boosting by w and then by v equals boosting by v + w, for any ψ whatsoever.
- `current_boost` is the current formula, and needs only differentiability in x at the shifted point.
- `planeWave_isFreeSolution` identifies exp(i(vx − v²t/2)) as the boost of the constant function 1 and as a solution.

The setting is one free particle on the whole line, without a potential or walls. Normalisation is neither assumed nor concluded, and solutions are classical ones, so a square-integrable state that lacks two derivatives is not treated. Nor does the file construct solutions from initial data. Within this free, one-dimensional model, the result turns an exact solution for a packet at rest into an exact reference for a moving one, against which a numerical propagator can be compared.

## How the Lean proof follows the calculation

**The phase.** `norm_boostPhase` gives |E| = 1, and `hasDerivAt_boostPhase` gives E_x and E_t. Each derivative comes from differentiating the real phase angle vx − v²t/2 and applying the chain rule for the complex exponential.

**The convective term.** In `hasDerivAt_comoving`, time enters ψ(x − vt, t) twice. The proof takes the total derivative `L` of ψ at (x − vt, t). Its value on (0, 1) is ψ_t, and its value on (1, 0) is ψ_x. The moving point has velocity (−v, 1) = (0, 1) − v(1, 0), so linearity of `L` yields ψ_t − v ψ_x. This step uses differentiability in both variables jointly.

**The space derivatives.** `hasDerivAt_boost_profile` is the rule "∂_x + iv, then boost" for an arbitrary profile f. In `residual_boost` it is used twice, first with f = ψ and then with f = ψ_x + iv ψ. The first use is stated as an equality of functions (`hx`), because the second derivative is the derivative of that whole function. The C² hypothesis supplies the differentiability of ψ_x.

**The cancellation.** `residual` names the combination i ψ_t + ψ_xx/2. After the three derivatives have been substituted, `ring` proves that the residual of φ is the shifted residual of ψ times E. It does not even need i² = −1, since both terms in v²ψ carry the same factor i² and cancel as they stand.

**The main theorem and its converse.** In `galilean_boost`, the C² property follows by composition and multiplication of C² maps. The equation follows from `residual_boost` together with the hypothesis at the shifted point, combined by `linear_combination`. The density follows from `norm_boostPhase`. For the converse, `isFreeSolution_boost_iff` evaluates the residual identity at x + vt, so that the shifted point is x, and then cancels the nonzero phase.

**Composition, current and plane wave.** `boost_boost` merges the two exponentials and compares exponents. The shift inside the first phase contributes −vwt, which completes −(v² + w²)t/2 to −(v + w)²t/2. `current_boost` uses Ē E = 1 to remove the phase from φ̄ φ_x and then takes the imaginary part. The plane-wave theorem checks that the constant 1 is a solution and applies `galilean_boost` to it.
